# When the high-spin energy is the lowest one-flip energy of three exchange-coupled spins

Take two spins one-half with H = J (1 − P), where P swaps them. Both spins up gives energy 0. With one spin flipped, let v₀ and v₁ be the amplitudes for finding the flip at site 0 or 1. Then H sends (v₀, v₁) to

(J (v₀ − v₁), J (v₁ − v₀)),

so the energies are 0 for (1, 1)/√2 and 2J for (1, −1)/√2. A negative J puts the second state below the aligned one. With three spins, positive and negative couplings can compete.

For n spins, H is the sum over i < j of J_ij (1 − P_ij). The real number J_ij is the exchange coupling of a pair, and a positive value favours parallel spins. A state is a complex function on configurations `Fin n → Bool`, with `false` for up, and `spinSwap` permutes the configuration.

In Lean 4 with Mathlib:

```lean
import Mathlib

open Matrix

namespace SpinFlipBlock

noncomputable section

/-- The spin swap `P_ij`, acting on a state given by its amplitudes on spin configurations. -/
def spinSwap {n : ℕ} (i j : Fin n) (ψ : (Fin n → Bool) → ℂ) : (Fin n → Bool) → ℂ :=
  fun σ => ψ (σ ∘ Equiv.swap i j)

/-- The exchange Hamiltonian `H = ∑_{i<j} J_ij (1 - P_ij)` for `n` spins one-half. -/
def hamiltonian {n : ℕ} (J : Matrix (Fin n) (Fin n) ℝ) (ψ : (Fin n → Bool) → ℂ) :
    (Fin n → Bool) → ℂ :=
  fun σ => ∑ i, ∑ j, if i < j then (J i j : ℂ) * (ψ σ - spinSwap i j ψ σ) else 0

/-- The high-spin reference: all spins up (`false`), with amplitude one. -/
def reference (n : ℕ) : (Fin n → Bool) → ℂ :=
  fun σ => if σ = (fun _ => false) then 1 else 0
```

Write f_k for the configuration flipped only at site k (`flipAt k`), and Φ(v) for the state with amplitude v_k on f_k (`oneFlip v`). It need not be normalised. The matrix L is `laplacian J`: row sums of J on the diagonal, minus J.

A block energy is a real E for which the full H has a nonzero eigenstate Φ(v). For three spins, a, b and c couple the pairs 0–1, 1–2 and 0–2.

```lean
/-- The configuration in which only the spin at site `k` is flipped. -/
def flipAt {n : ℕ} (k : Fin n) : Fin n → Bool := fun i => decide (i = k)

/-- The state with one flipped spin, found at site `k` with amplitude `v k`. -/
def oneFlip {n : ℕ} (v : Fin n → ℂ) : (Fin n → Bool) → ℂ :=
  fun σ => ∑ k, if σ = flipAt k then v k else 0

/-- The weighted graph Laplacian of the couplings: row sums on the diagonal, minus `J`. -/
def laplacian {n : ℕ} (J : Matrix (Fin n) (Fin n) ℝ) : Matrix (Fin n) (Fin n) ℂ :=
  Matrix.diagonal (fun i => ∑ k, (J i k : ℂ)) - J.map (fun x : ℝ => (x : ℂ))

/-- The energies of the one-flip block: real eigenvalues of `H` with a nonzero one-flip
eigenstate. -/
def blockEnergies {n : ℕ} (J : Matrix (Fin n) (Fin n) ℝ) : Set ℝ :=
  {E | ∃ v : Fin n → ℂ, v ≠ 0 ∧ hamiltonian J (oneFlip v) = (E : ℂ) • oneFlip v}

/-- Three spins with coupling `a` between sites 0 and 1, `b` between 1 and 2, and `c`
between 0 and 2. -/
def triangle (a b c : ℝ) : Matrix (Fin 3) (Fin 3) ℝ := !![0, a, c; a, 0, b; c, b, 0]
```

Spin-flip methods in electronic structure likewise reach low-spin states from a high-spin reference; this model keeps only localised spins and a single flip, without orbitals or cluster amplitudes.

## (a) The aligned state

Show that the all-up state ψ satisfies

H ψ = 0.

**Solution.** Swapping equal spins changes nothing, so P_ij ψ = ψ and every term vanishes. In the code, `h` says that a permuted configuration is all up exactly when the original is.

```lean
/-- The high-spin reference has energy zero for any couplings. -/
theorem hamiltonian_reference {n : ℕ} (J : Matrix (Fin n) (Fin n) ℝ) :
    hamiltonian J (reference n) = 0 := by
  funext σ
  have h : ∀ i j : Fin n, (σ ∘ Equiv.swap i j = fun _ => false) ↔ σ = fun _ => false := by
    intro i j
    constructor
    · intro h
      funext m
      simpa using congrFun h (Equiv.swap i j m)
    · rintro rfl
      rfl
  simp [hamiltonian, spinSwap, reference, h]
```

## (b) Reading off an amplitude

Show that

Φ(v)(f_k) = v_k.

**Solution.** Φ(v)(f_k) sums v_m over all m with f_m = f_k. Comparing the two configurations at site k gives m = k, which is `h`, so one term survives.

```lean
/-- The amplitude of a one-flip state on the configuration flipped at `k` is `v k`. -/
theorem oneFlip_flipAt {n : ℕ} (v : Fin n → ℂ) (k : Fin n) : oneFlip v (flipAt k) = v k := by
  have h : ∀ m : Fin n, flipAt k = flipAt m ↔ k = m := by
    intro m
    constructor
    · intro h
      simpa [flipAt] using congrFun h k
    · rintro rfl
      rfl
  simp [oneFlip, h]
```

## (c) A swap moves the flip

Let τ exchange i and j. Show that

P_ij Φ(v) = Φ(v ∘ τ).

**Solution.** At σ, the left side sums v_k over k with σ ∘ τ = f_k. Relabel k as τ(k), which is `Equiv.sum_comp`. The condition σ ∘ τ = f_τ(k) is equivalent to σ = f_k (`h`), leaving the sum of v_τ(k) over k with σ = f_k.

```lean
/-- A spin swap moves the flipped spin: it exchanges the amplitudes at sites `i` and `j`. -/
theorem spinSwap_oneFlip {n : ℕ} (i j : Fin n) (v : Fin n → ℂ) :
    spinSwap i j (oneFlip v) = oneFlip (v ∘ Equiv.swap i j) := by
  funext σ
  have h : ∀ k, σ ∘ Equiv.swap i j = flipAt (Equiv.swap i j k) ↔ σ = flipAt k := by
    intro k
    constructor
    · intro h
      funext m
      simpa [flipAt] using congrFun h (Equiv.swap i j m)
    · rintro rfl
      funext m
      simp [flipAt, Equiv.swap_apply_eq_iff]
  -- relabel the sites by the swap
  refine (Equiv.sum_comp (Equiv.swap i j)
    (fun k => if σ ∘ Equiv.swap i j = flipAt k then v k else 0)).symm.trans ?_
  exact Finset.sum_congr rfl fun k _ => if_congr (h k) rfl rfl
```

## (d) The matrix as a sum of differences

Show that

(L v)_k = Σ_j J_kj (v_k − v_j).

**Solution.** The diagonal part gives (Σ_j J_kj) v_k, and subtracting J v removes Σ_j J_kj v_j. Any J_kk cancels. The code splits L and distributes the sums in the same way.

```lean
/-- The Laplacian sums the coupling-weighted amplitude differences to all other sites. -/
theorem laplacian_mulVec {n : ℕ} (J : Matrix (Fin n) (Fin n) ℝ) (v : Fin n → ℂ) (k : Fin n) :
    (laplacian J *ᵥ v) k = ∑ j, (J k j : ℂ) * (v k - v j) := by
  rw [laplacian, Matrix.sub_mulVec, Pi.sub_apply, Matrix.mulVec_diagonal]
  simp only [Matrix.mulVec, dotProduct, Matrix.map_apply, mul_sub, Finset.sum_sub_distrib,
    Finset.sum_mul]
```

## (e) The Hamiltonian on one-flip states

For symmetric J, show that

H Φ(v) = Φ(L v).

**Solution.** At f_k, a pair without k contributes zero. The others give

Σ_{j>k} J_kj (v_k − v_j) + Σ_{i<k} J_ik (v_k − v_i).

Symmetry turns J_ik into J_ki, and the two sums join into (d), whose j = k term is zero. At configurations that are not one-flip, both sides vanish.

Symmetry enters because H reads only entries with i < j, while L reads both triangles. In the code, `key` isolates the pairs containing k, `e1` and `e2` collapse the double sums, and `lt_trichotomy` joins them.

```lean
/-- For symmetric couplings, `H` acts on one-flip states as the weighted graph Laplacian
acts on their amplitudes. -/
theorem hamiltonian_oneFlip {n : ℕ} {J : Matrix (Fin n) (Fin n) ℝ} (hJ : J.IsSymm)
    (v : Fin n → ℂ) : hamiltonian J (oneFlip v) = oneFlip (laplacian J *ᵥ v) := by
  funext σ
  simp only [hamiltonian, spinSwap_oneFlip]
  by_cases h : ∃ k, σ = flipAt k
  · obtain ⟨k, rfl⟩ := h
    simp only [oneFlip_flipAt, laplacian_mulVec, Function.comp_apply]
    -- only pairs containing the flipped site `k` contribute
    have key : ∀ i j : Fin n,
        (if i < j then (J i j : ℂ) * (v k - v (Equiv.swap i j k)) else 0) =
        (if i = k then (if k < j then (J k j : ℂ) * (v k - v j) else 0) else 0) +
        (if j = k then (if i < k then (J k i : ℂ) * (v k - v i) else 0) else 0) := by
      intro i j
      by_cases hi : i = k
      · by_cases hj : j = k
        · simp [hi, hj]
        · simp [hi, hj]
      · by_cases hj : j = k
        · simp [hi, hj, hJ.apply k i]
        · simp [hi, hj, Equiv.swap_apply_of_ne_of_ne (Ne.symm hi) (Ne.symm hj)]
    have e1 : ∑ i : Fin n, ∑ j : Fin n,
        (if i = k then (if k < j then (J k j : ℂ) * (v k - v j) else 0) else 0) =
        ∑ j, if k < j then (J k j : ℂ) * (v k - v j) else 0 := by
      rw [Finset.sum_comm]
      simp
    have e2 : ∑ i : Fin n, ∑ j : Fin n,
        (if j = k then (if i < k then (J k i : ℂ) * (v k - v i) else 0) else 0) =
        ∑ i, if i < k then (J k i : ℂ) * (v k - v i) else 0 := by
      simp
    simp only [key, Finset.sum_add_distrib]
    rw [e1, e2, ← Finset.sum_add_distrib]
    refine Finset.sum_congr rfl fun j _ => ?_
    rcases lt_trichotomy k j with h | h | h
    · simp [h, not_lt_of_ge h.le]
    · simp [h]
    · simp [h, not_lt_of_ge h.le]
  · have h0 : ∀ w : Fin n → ℂ, oneFlip w σ = 0 := fun w =>
      Finset.sum_eq_zero fun k _ => if_neg fun e => h ⟨k, e⟩
    simp [h0]
```

## (f) The secular equation

For symmetric J, show that E is a block energy exactly when

det(L − E·1) = 0.

**Solution.** By (e), the eigenvalue equation reads Φ(L v) = E Φ(v). By (b), amplitudes can be compared site by site, so this means L v = E v. A nonzero solution v exists exactly when L − E·1 is singular (`Matrix.exists_mulVec_eq_zero_iff`).

```lean
/-- For symmetric couplings, the one-flip energies are the real roots of the secular
determinant of the Laplacian. -/
theorem mem_blockEnergies_iff {n : ℕ} {J : Matrix (Fin n) (Fin n) ℝ} (hJ : J.IsSymm) (E : ℝ) :
    E ∈ blockEnergies J ↔ (laplacian J - (E : ℂ) • 1).det = 0 := by
  rw [← Matrix.exists_mulVec_eq_zero_iff]
  refine exists_congr fun v => and_congr_right fun _ => ?_
  rw [hamiltonian_oneFlip hJ, Matrix.sub_mulVec, Matrix.smul_mulVec, Matrix.one_mulVec,
    sub_eq_zero]
  constructor
  · intro h
    funext k
    simpa [oneFlip_flipAt] using congrFun h (flipAt k)
  · intro h
    rw [h]
    funext σ
    simp [oneFlip, Finset.mul_sum]
```

## (g) Three arbitrary couplings

With s = a + b + c and p = ab + bc + ca, show that the block energies are the real solutions of

E (E² − 2sE + 3p) = 0.

**Solution.** The rows of L are

(a + c, −a, −c)
(−a, a + b, −b)
(−c, −b, b + c).

The trace is 2s. Each principal 2×2 minor equals p; for example, (a + c)(a + b) − a² = p. The rows sum to zero, so det L = 0. Hence det(L − E·1) = −E³ + 2sE² − 3pE. The code expands the determinant with `Matrix.det_fin_three` and finishes with `ring`.

```lean
/-- The one-flip energies of three spins with arbitrary couplings solve a cubic equation. -/
theorem mem_blockEnergies_triangle (a b c E : ℝ) :
    E ∈ blockEnergies (triangle a b c) ↔
      E * (E ^ 2 - 2 * (a + b + c) * E + 3 * (a * b + b * c + c * a)) = 0 := by
  have hs : (triangle a b c).IsSymm := by
    ext i j
    fin_cases i <;> fin_cases j <;> simp [triangle]
  have hd : (laplacian (triangle a b c) - (E : ℂ) • 1).det =
      ((-(E * (E ^ 2 - 2 * (a + b + c) * E + 3 * (a * b + b * c + c * a))) : ℝ) : ℂ) := by
    rw [Matrix.det_fin_three]
    simp [laplacian, triangle, Fin.sum_univ_three]
    ring
  rw [mem_blockEnergies_iff hs, hd, Complex.ofReal_eq_zero, neg_eq_zero]
```

## (h) The stability criterion

Show that 0 is the lowest block energy exactly when

s ≥ 0 and p ≥ 0.

**Solution.** The quadratic has roots s ± r with r = √(s² − 3p), which is real because

s² − 3p = ½[(a − b)² + (b − c)² + (c − a)²] ≥ 0.

If 0 is lowest, then s − r ≥ 0, so s ≥ r ≥ 0 and s² ≥ s² − 3p, giving p ≥ 0. Conversely, if s, p ≥ 0 and E < 0, the quadratic is positive, so E is not a block energy.

`IsLeast` also requires 0 to be attained, which (g) supplies; it allows a tie. In the code, `hdisc` is the inequality above and `hq` the positivity.

```lean
/-- For three spins, the high-spin energy 0 is the lowest one-flip energy exactly when
`a + b + c` and `ab + bc + ca` are both nonnegative. -/
theorem highSpin_lowest_iff (a b c : ℝ) :
    IsLeast (blockEnergies (triangle a b c)) 0 ↔
      0 ≤ a + b + c ∧ 0 ≤ a * b + b * c + c * a := by
  constructor
  · rintro ⟨_, h⟩
    -- the smaller root of the quadratic factor is a block energy
    have hdisc : 0 ≤ (a + b + c) ^ 2 - 3 * (a * b + b * c + c * a) := by
      nlinarith [sq_nonneg (a - b), sq_nonneg (b - c), sq_nonneg (c - a)]
    obtain ⟨r, hr, hr2⟩ : ∃ r : ℝ, 0 ≤ r ∧
        r ^ 2 = (a + b + c) ^ 2 - 3 * (a * b + b * c + c * a) :=
      ⟨_, Real.sqrt_nonneg _, Real.sq_sqrt hdisc⟩
    have hE : 0 ≤ a + b + c - r := h ((mem_blockEnergies_triangle a b c _).2 (by
      linear_combination (a + b + c - r) * hr2))
    have hsum : 0 ≤ a + b + c := by linarith
    exact ⟨hsum, by nlinarith [mul_nonneg hE (add_nonneg hsum hr)]⟩
  · rintro ⟨hs, hp⟩
    refine ⟨(mem_blockEnergies_triangle a b c 0).2 (by ring), fun E hE => ?_⟩
    rw [mem_blockEnergies_triangle] at hE
    by_contra hneg
    have hlt : E < 0 := lt_of_not_ge hneg
    -- a negative energy would make the quadratic factor positive
    have hq : 0 < E ^ 2 - 2 * (a + b + c) * E + 3 * (a * b + b * c + c * a) := by
      nlinarith [mul_nonneg hs (neg_nonneg.2 hlt.le), mul_pos_of_neg_of_neg hlt hlt]
    exact (mul_ne_zero hlt.ne hq.ne') hE
```

## (i) One competing coupling

For couplings 1, 1, −x with x real, show that 0 is lowest exactly when

x ≤ 1/2.

**Solution.** Here s = 2 − x and p = 1 − 2x. The condition p ≥ 0 is x ≤ 1/2, and then s ≥ 3/2. The code applies (h) and leaves these inequalities to `linarith`.

```lean
/-- For couplings `1, 1, -x`, the high-spin energy 0 is lowest in the one-flip block
exactly when `x ≤ 1/2`. -/
theorem frustrated_highSpin_lowest_iff (x : ℝ) :
    IsLeast (blockEnergies (triangle 1 1 (-x))) 0 ↔ x ≤ 1 / 2 := by
  rw [highSpin_lowest_iff]
  constructor
  · rintro ⟨_, h⟩
    linarith
  · intro h
    constructor <;> linarith
```

## (j) The energies themselves

For the same couplings, show that the set of block energies is

{0, 3, 1 − 2x}.

**Solution.** The quadratic in (g) factors as (E − 3)(E − (1 − 2x)), which is `hf`. The set does not record multiplicities.

In an actual calculation with x = 0.6, one diagonalises the matrix with rows (0.4, −1, 0.6), (−1, 2, −1), (0.6, −1, 0.4) and finds −0.2, 0 and 3. The lowest vector, (1, 0, −1)/√2, is a singlet on sites 0 and 2 with site 1 up, and it lies 0.2 below the reference.

```lean
/-- For couplings `1, 1, -x`, the one-flip energies are `0`, `3` and `1 - 2x`. -/
theorem frustrated_blockEnergies (x : ℝ) :
    blockEnergies (triangle 1 1 (-x)) = {0, 3, 1 - 2 * x} := by
  ext E
  have hf : E * (E ^ 2 - 2 * (1 + 1 + -x) * E + 3 * (1 * 1 + 1 * -x + -x * 1)) =
      E * ((E - 3) * (E - (1 - 2 * x))) := by ring
  rw [mem_blockEnergies_triangle, hf, mul_eq_zero, mul_eq_zero, sub_eq_zero, sub_eq_zero]
  rfl

end

end SpinFlipBlock
```

```lean
#print axioms SpinFlipBlock.hamiltonian_reference
#print axioms SpinFlipBlock.highSpin_lowest_iff
#print axioms SpinFlipBlock.frustrated_highSpin_lowest_iff
#print axioms SpinFlipBlock.frustrated_blockEnergies
```

```
'SpinFlipBlock.hamiltonian_reference' depends on axioms: [propext, Classical.choice, Quot.sound]
'SpinFlipBlock.highSpin_lowest_iff' depends on axioms: [propext, Classical.choice, Quot.sound]
'SpinFlipBlock.frustrated_highSpin_lowest_iff' depends on axioms: [propext, Classical.choice, Quot.sound]
'SpinFlipBlock.frustrated_blockEnergies' depends on axioms: [propext, Classical.choice, Quot.sound]
```
